# Weakening both leads of a single Lorentzian resonance by the same factor keeps its peak transmission and reduces its energy integral

## Half the coupling, and still perfect transmission?

I put one layer level at energy 0 between two leads, each giving it a width of 1. The transmission is 1/(E² + 1), which reaches one at E = 0. Then I halve both widths, and get 1/(4E² + 1), which also reaches one at E = 0. I had expected that a layer more weakly connected to both sides would let fewer electrons through. Have I really weakened anything, and does the current notice?

## The height depends only on the ratio of the widths, the area also on their size

Yes, and for non-interacting electrons at zero temperature the current drops noticeably, unless the bias window lies around the resonance energy and is much narrower than the resonance. In your example the area under the transmission curve falls from π to π/2. The curve keeps its height and becomes half as wide.

Now take a level energy e and lead widths a, b > 0. The Green function of the level at energy E is

G(E) = 1/(E − e + iγ), with γ = (a + b)/2.

The two leads together broaden the level by the half width γ. The transmission is the product of the two widths and |G|². Since |E − e + iγ|² = (E − e)² + γ²,

T(E) = ab|G(E)|² = ab/((E − e)² + (a + b)²/4).

**The peak.** At E = e the first term of the denominator vanishes, and

T(e) = 4ab/(a + b)².

At any other energy the denominator is larger and the numerator is the same positive number, so T(E) < T(e). To compare the peak with one, use (a + b)² − 4ab = (a − b)²:

T(e) = 1 − (a − b)²/(a + b)².

The peak is therefore at most one, and it equals one exactly when a = b. Perfect transmission needs both E = e and a = b.

**The area.** Set c = 2/(a + b) = 1/γ and take γ² out of the denominator:

T(E) = abc²/(1 + c²(E − e)²) = [2ab/(a + b)] · c/(1 + (c(E − e))²).

With x = c(E − e), dx = c dE, the integral over all real energies becomes

∫ T(E) dE = [2ab/(a + b)] ∫ dx/(1 + x²) = 2πab/(a + b).

Over a finite window from μ₁ to μ₂ the same substitution gives

∫ T(E) dE = [2ab/(a + b)] · [arctan(c(μ₂ − e)) − arctan(c(μ₁ − e))].

**Weaker leads.** Replace a and b by sa and sb with 0 < s < 1. In the peak, numerator and denominator both acquire s², which cancels. In the area, the numerator acquires s² and the denominator s, so one factor s survives. At resonance the smaller widths are exactly compensated by the larger |G|² = 1/γ² of a sharper level, but this compensation holds only at resonance.

**Narrow and wide windows.** Let the window run from e − W to e + W. Its integral is

[4ab/(a + b)] · arctan(2W/(a + b)).

For W much smaller than a + b this is approximately 2W · 4ab/(a + b)², the window width times the peak, and to this order equal weakening has no effect, as long as W is also much smaller than the reduced width s(a + b). For W much larger than a + b it approaches 2πab/(a + b), and the factor s appears in full. Your two impressions belong to these two limits.

For non-interacting electrons at zero temperature, with a transmission that does not itself change with bias, the current is proportional to the window integral. In a transport calculation for one such isolated level, the peak height alone thus does not fix the current at large bias, and the formulas above give reference values for testing an energy mesh.

## What the Lean statements say about the level

The energies and widths `a`, `b`, `e`, `E` are real numbers in one common unit. `layerGreen` is the complex number G(E), and `transmission` is `a * b * Complex.normSq (layerGreen a b e E)`, where `Complex.normSq` is the squared modulus. The Lorentzian is thus derived from the Green function, while the Green function and the transmission formula are taken as definitions. The sign of the imaginary part is that of a retarded Green function, and a + b is the full width of the resonance at half its maximum.

The hypotheses `ha : 0 < a` and `hb : 0 < b` say that the level can decay into both leads. The widths do not depend on energy, which stands for leads whose density of states and coupling vary little over all energies that contribute to the integrals. A constant real shift of the level can be included in `e`. If the leads cause this shift, weakening them changes it too and moves the resonance. The theorem `weaken_both_leads` keeps `e` fixed, but neither the peak height nor the full integral depends on `e`.

The theorem `peak_and_integral` has three parts:

- `IsGreatest` says that 4ab/(a + b)² belongs to the set of transmission values over all real energies and that no value in this set exceeds it. It is an attained maximum.
- This number equals one if and only if `a = b`.
- The integral of the transmission over the whole real line is 2πab/(a + b).

The theorem `weaken_both_leads` takes a factor `s` with `0 < s` and `s < 1`. It states that the transmission at resonance is unchanged, that the full integral is multiplied by `s`, and that it is strictly smaller than before.

Two further results add detail. `transmission_eq_one_iff` identifies the energy and the widths at which transmission is perfect, and `integral_bias_window` gives the arctangent formula for any real μ₁ and μ₂, with the usual change of sign if the limits are reversed. Integrability over all energies is stated separately in `integrable_transmission`; this matters because Lean assigns the value zero to the integral of a non-integrable function.

The model is one scalar level. A real crystalline layer has a matrix Green function for each wave vector parallel to the layer, with several orbitals and channels, and reducing it to one isolated resonance is an assumption here. Interactions, temperature and the prefactor that turns an integrated transmission into a current are also left out. The file compares weak and strong leads at resonance and in the full integral; the narrow-window estimate above is an ordinary expansion of the arctangent.

```lean
import Mathlib

open MeasureTheory
open scoped Real

namespace ResonantLayerTransmission

noncomputable section

/-- Retarded Green function of a layer level `e` coupled to two leads of widths `a` and `b`, at real
energy `E`, for nonnegative `a` and `b` that are not both zero. -/
def layerGreen (a b e E : ℝ) : ℂ :=
  (((E - e : ℝ) : ℂ) + (((a + b) / 2 : ℝ) : ℂ) * Complex.I)⁻¹

/-- Transmission through the layer: the product of the two lead widths and the squared modulus of
the Green function, for nonnegative `a` and `b` that are not both zero. -/
def transmission (a b e E : ℝ) : ℝ :=
  a * b * Complex.normSq (layerGreen a b e E)

/-- The transmission equals `ab/((E-e)²+(a+b)²/4)`, which for positive lead widths is a Lorentzian
in the energy, centred at the layer level. -/
theorem transmission_eq_lorentzian (a b e E : ℝ) :
    transmission a b e E = a * b / ((E - e) ^ 2 + (a + b) ^ 2 / 4) := by
  unfold transmission layerGreen
  rw [show (a + b) ^ 2 / 4 = ((a + b) / 2) ^ 2 by ring, map_inv₀, Complex.normSq_add_mul_I]
  exact (div_eq_mul_inv _ _).symm

/-- At resonance the transmission is `4ab/(a+b)²` if `a + b ≠ 0`; if `a + b = 0`, both sides are
zero by Lean's convention for division by zero. -/
theorem transmission_at_resonance (a b e : ℝ) :
    transmission a b e e = 4 * a * b / (a + b) ^ 2 := by
  rw [transmission_eq_lorentzian,
    show (e - e) ^ 2 + (a + b) ^ 2 / 4 = (a + b) ^ 2 / 4 by ring, div_div_eq_mul_div]
  ring

/-- For positive lead widths, the transmission at any energy off resonance is strictly below
its value at resonance. -/
theorem transmission_lt_resonance {a b e E : ℝ} (ha : 0 < a) (hb : 0 < b) (hE : E ≠ e) :
    transmission a b e E < transmission a b e e := by
  have hx : 0 < (E - e) ^ 2 := by
    have := sub_ne_zero.mpr hE
    positivity
  rw [transmission_eq_lorentzian, transmission_eq_lorentzian, sub_self]
  exact div_lt_div_of_pos_left (mul_pos ha hb) (by positivity) (by linarith)

/-- For positive lead widths, the layer transmits perfectly at energy `E` exactly when `E` is
the level energy and the two widths are equal. -/
theorem transmission_eq_one_iff {a b e E : ℝ} (ha : 0 < a) (hb : 0 < b) :
    transmission a b e E = 1 ↔ E = e ∧ a = b := by
  have hs : 0 < (a + b) ^ 2 := by positivity
  constructor
  · intro h
    have hE : E = e := by
      by_contra hne
      have h1 := transmission_lt_resonance ha hb hne
      have h2 : transmission a b e e ≤ 1 := by
        rw [transmission_at_resonance, div_le_one hs]
        nlinarith [sq_nonneg (a - b)]
      linarith
    subst hE
    rw [transmission_at_resonance, div_eq_one_iff_eq hs.ne'] at h
    -- the mismatch of the two widths must vanish
    have h0 : (a - b) ^ 2 = 0 := by linear_combination -h
    exact ⟨rfl, sub_eq_zero.mp ((pow_eq_zero_iff two_ne_zero).mp h0)⟩
  · rintro ⟨rfl, rfl⟩
    rw [transmission_at_resonance, div_eq_one_iff_eq hs.ne']
    ring

/-- For positive lead widths, the transmission is `2ab/(a+b)` times a Lorentzian line shape
written in the energy measured in units of the half width `(a+b)/2`. -/
theorem transmission_eq_line_shape {a b : ℝ} (ha : 0 < a) (hb : 0 < b) (e E : ℝ) :
    transmission a b e E =
      2 * a * b / (a + b) * (2 / (a + b) * (1 + (2 / (a + b) * (E - e)) ^ 2)⁻¹) := by
  have hs : 0 < a + b := add_pos ha hb
  have h : (a + b) * (2 / (a + b)) = 2 := mul_div_cancel₀ 2 hs.ne'
  have hD : (E - e) ^ 2 + (a + b) ^ 2 / 4 ≠ 0 := by positivity
  have hP : 1 + (2 / (a + b) * (E - e)) ^ 2 ≠ 0 := by positivity
  have hr : 2 * a * b / (a + b) * (2 / (a + b) * (1 + (2 / (a + b) * (E - e)) ^ 2)⁻¹) =
      a * b * (2 / (a + b)) * (2 / (a + b)) / (1 + (2 / (a + b) * (E - e)) ^ 2) := by
    ring
  rw [transmission_eq_lorentzian, hr, div_eq_div_iff hD hP]
  generalize 2 / (a + b) = c at h ⊢
  linear_combination (-(a * b) / 4 * ((a + b) * c + 2)) * h

/-- For positive lead widths, the transmission is integrable over all real energies. -/
theorem integrable_transmission {a b : ℝ} (ha : 0 < a) (hb : 0 < b) (e : ℝ) :
    Integrable (transmission a b e) := by
  have hc : 2 / (a + b) ≠ 0 := by positivity
  rw [funext (transmission_eq_line_shape ha hb e)]
  exact (((integrable_inv_one_add_sq.comp_mul_left' hc).comp_sub_right e).const_mul _).const_mul _

/-- For positive lead widths, the transmission integrated over a bias window from `μ₁` to `μ₂`
is `2ab/(a+b)` times a difference of arctangents. -/
theorem integral_bias_window {a b : ℝ} (ha : 0 < a) (hb : 0 < b) (e μ₁ μ₂ : ℝ) :
    ∫ E in μ₁..μ₂, transmission a b e E =
      2 * a * b / (a + b) * (Real.arctan (2 / (a + b) * (μ₂ - e))
        - Real.arctan (2 / (a + b) * (μ₁ - e))) := by
  have hd : ∀ E ∈ Set.uIcc μ₁ μ₂, HasDerivAt
      (fun x => 2 * a * b / (a + b) * Real.arctan (2 / (a + b) * (x - e)))
      (transmission a b e E) E := by
    intro E _
    have h := ((((hasDerivAt_id' E).sub_const e).const_mul (2 / (a + b))).arctan).const_mul
      (2 * a * b / (a + b))
    refine h.congr_deriv ?_
    rw [transmission_eq_line_shape ha hb]
    ring
  rw [intervalIntegral.integral_eq_sub_of_hasDerivAt hd
    (integrable_transmission ha hb e).intervalIntegrable]
  ring

/-- For positive lead widths, the transmission integrated over all real energies is
`2πab/(a+b)`. -/
theorem integral_transmission {a b : ℝ} (ha : 0 < a) (hb : 0 < b) (e : ℝ) :
    ∫ E, transmission a b e E = 2 * π * (a * b) / (a + b) := by
  have hc : 0 < 2 / (a + b) := by positivity
  -- shift the level to zero, then measure energy in half widths
  have h1 : ∫ x : ℝ, (1 + (2 / (a + b) * (x - e)) ^ 2)⁻¹ =
      ∫ x : ℝ, (1 + (2 / (a + b) * x) ^ 2)⁻¹ :=
    integral_sub_right_eq_self (fun x : ℝ => (1 + (2 / (a + b) * x) ^ 2)⁻¹) e
  have h2 : ∫ x : ℝ, (1 + (2 / (a + b) * x) ^ 2)⁻¹ =
      |(2 / (a + b))⁻¹| • ∫ x : ℝ, (1 + x ^ 2)⁻¹ :=
    Measure.integral_comp_mul_left (fun x : ℝ => (1 + x ^ 2)⁻¹) (2 / (a + b))
  simp only [transmission_eq_line_shape ha hb]
  rw [integral_const_mul, integral_const_mul, h1, h2, integral_univ_inv_one_add_sq,
    smul_eq_mul, abs_of_pos (inv_pos.mpr hc), mul_inv_cancel_left₀ hc.ne']
  ring

/-- For positive lead widths, the maximal transmission is `4ab/(a+b)²`, which is one exactly
when the widths are equal, while the integral over all real energies is `2πab/(a+b)`. -/
theorem peak_and_integral {a b : ℝ} (ha : 0 < a) (hb : 0 < b) (e : ℝ) :
    IsGreatest (Set.range (transmission a b e)) (4 * a * b / (a + b) ^ 2) ∧
      (4 * a * b / (a + b) ^ 2 = 1 ↔ a = b) ∧
      ∫ E, transmission a b e E = 2 * π * (a * b) / (a + b) := by
  refine ⟨⟨⟨e, transmission_at_resonance a b e⟩, ?_⟩, ?_, integral_transmission ha hb e⟩
  · rintro _ ⟨E, rfl⟩
    rw [← transmission_at_resonance a b e]
    by_cases hE : E = e
    · rw [hE]
    · exact (transmission_lt_resonance ha hb hE).le
  · rw [← transmission_at_resonance a b e, transmission_eq_one_iff ha hb]
    exact and_iff_right rfl

/-- Reducing both positive lead widths by the same factor `0 < s < 1` leaves the transmission at
resonance unchanged, but multiplies the energy-integrated transmission by `s` and so lowers it. -/
theorem weaken_both_leads {a b s : ℝ} (ha : 0 < a) (hb : 0 < b) (hs : 0 < s) (hs1 : s < 1)
    (e : ℝ) :
    transmission (s * a) (s * b) e e = transmission a b e e ∧
      ∫ E, transmission (s * a) (s * b) e E = s * ∫ E, transmission a b e E ∧
      ∫ E, transmission (s * a) (s * b) e E < ∫ E, transmission a b e E := by
  have hint : ∫ E, transmission (s * a) (s * b) e E = s * ∫ E, transmission a b e E := by
    rw [integral_transmission (mul_pos hs ha) (mul_pos hs hb), integral_transmission ha hb,
      show 2 * π * (s * a * (s * b)) = s * (s * (2 * π * (a * b))) by ring,
      ← mul_add, mul_div_mul_left _ _ hs.ne', mul_div_assoc]
  refine ⟨?_, hint, ?_⟩
  · rw [transmission_at_resonance, transmission_at_resonance,
      show 4 * (s * a) * (s * b) = s ^ 2 * (4 * a * b) by ring,
      show (s * a + s * b) ^ 2 = s ^ 2 * (a + b) ^ 2 by ring,
      mul_div_mul_left _ _ (pow_ne_zero 2 hs.ne')]
  · have hpos : 0 < ∫ E, transmission a b e E := by
      rw [integral_transmission ha hb]
      positivity
    rw [hint]
    exact mul_lt_of_lt_one_left hpos hs1

end

end ResonantLayerTransmission
```

```lean
#print axioms ResonantLayerTransmission.integral_bias_window
#print axioms ResonantLayerTransmission.peak_and_integral
#print axioms ResonantLayerTransmission.weaken_both_leads
```

```
'ResonantLayerTransmission.integral_bias_window' depends on axioms: [propext, Classical.choice, Quot.sound]
'ResonantLayerTransmission.peak_and_integral' depends on axioms: [propext, Classical.choice, Quot.sound]
'ResonantLayerTransmission.weaken_both_leads' depends on axioms: [propext, Classical.choice, Quot.sound]
```

## From the squared modulus to the two scaling laws

`transmission_eq_lorentzian` computes |G|². The rewrite with `map_inv₀` moves the squared modulus inside the inverse, and `Complex.normSq_add_mul_I` evaluates it as the sum of the squares of the real and imaginary parts. Setting E = e then gives `transmission_at_resonance`.

`transmission_lt_resonance` is the comparison of denominators. It first shows that (E − e)² is positive off resonance, and then applies `div_lt_div_of_pos_left`, which says that a positive numerator over a larger denominator gives a smaller quotient.

In `transmission_eq_one_iff`, the forward direction assumes that the transmission is one and first excludes E ≠ e. Off resonance the value would lie strictly below a peak that is itself at most one. The bound on the peak comes from `nlinarith`, supplied with the fact that (a − b)² is nonnegative. At E = e, the equation 4ab = (a + b)² is turned into (a − b)² = 0 by `linear_combination`, and so a = b. The reverse direction is substitution.

`transmission_eq_line_shape` takes γ² out of the denominator. After cross-multiplication by `div_eq_div_iff`, the quotient 2/(a + b) is replaced by a letter `c`, of which only (a + b)c = 2 is retained. The remaining polynomial identity is a multiple of that relation, and `linear_combination` verifies it.

The integrals all rest on the function 1/(1 + x²). `integrable_transmission` starts from its integrability in Mathlib and carries this through a rescaling of the energy, a shift by `e` and two constant factors.

`integral_bias_window` uses the fundamental theorem of calculus. The statement `hd` verifies that the arctangent expression, as a function of energy, has the transmission as its derivative. The integral is then the difference of its values at the ends of the window.

`integral_transmission` performs the substitution x = c(E − e) in two steps. The step `h1` removes the shift by `e`, and `h2` rescales the energy, which produces the factor |c⁻¹|. Since c is positive, this factor cancels the c in the line shape. What remains is the integral of 1/(1 + x²), equal to π by `integral_univ_inv_one_add_sq`, times 2ab/(a + b).

`peak_and_integral` collects these results. The maximum is attained at `e`, and the upper bound is proved by treating E = e and E ≠ e separately. The condition for a peak of one follows from `transmission_eq_one_iff` at E = e, where the requirement on the energy is automatically met.

In `weaken_both_leads`, the statement `hint` inserts the scaled widths into the integral formula and cancels one factor `s`. For the peak, `s ^ 2` is taken out of the numerator and the denominator and cancelled. The strict decrease follows because the original integral is positive and `s` is less than one.
